# Annihilation after every step leaves |Gᵏ(a − b)| walkers on each site for k ≥ 1

Let \(a_i\) and \(b_i\) be the numbers of positive and negative walkers on site \(i\) of a finite set, for instance a set of basis states. Together they represent a vector whose components may have either sign, the signed population \(s = a - b\). The total population is \(t = a + b\). Projector Monte Carlo samples the repeated action of a matrix on such a vector; the model here applies a fixed real square matrix \(G\) to \(s\) exactly, without random sampling. The difficulty is that, if walkers of opposite sign are not cancelled, \(t\) can grow much faster than \(s\), so that the signal becomes a small difference of large populations.

The entrywise parts of the propagator are \(G^+_{ij} = \max(G_{ij},0)\) and \(G^-_{ij} = \max(-G_{ij},0)\), and \(|G|\) is the matrix with entries \(|G_{ij}|\). The entry \(G_{ij}\) carries walkers from site \(j\) to site \(i\). One spawning step is

\[
a' = G^+a + G^-b, \qquad b' = G^-a + G^+b .
\]

"Spawning" here means the whole application of \(G\), including the diagonal, which many codes treat separately as death and cloning. Annihilation removes \(\min(a_i,b_i)\) from both populations on every site.

## Growth with and without annihilation

Write \(s_0\) and \(t_0\) for the initial signed and total populations. After \(k\) steps:

- Without annihilation, the signed population is \(G^k s_0\) and the total is \(|G|^k t_0\).
- With annihilation after every step, the signed population is again \(G^k s_0\), and for \(k \ge 1\) the total on site \(i\) is \(|(G^k s_0)_i|\).
- If the initial populations are nonnegative, the annihilated total on each site never exceeds the free one.

Here \(|G|^k\) is a power of the entrywise absolute value, not the absolute value of \(G^k\).

## Where a walker code uses this

A code that merges newly spawned walkers into its main list and cancels opposite signs relies on the fact behind the second statement: cancellation changes the walker count but not the represented vector. Storing one signed weight per site performs the same cancellation implicitly.

A common choice in projector Monte Carlo on a finite basis is \(G = 1 - \tau(H - S)\), with time step \(\tau\), Hamiltonian \(H\) and energy shift \(S\); the results apply to it for a real \(H\) in a finite basis, with \(\tau\) and \(S\) held fixed.

## From one matrix entry to k steps

If \(G_{ij} \ge 0\), its two parts are \(G_{ij}\) and \(0\); if \(G_{ij} \le 0\), they are \(0\) and \(-G_{ij}\). In both cases

\[
G^+ - G^- = G, \qquad G^+ + G^- = |G| .
\]

Subtracting and adding the two update rules gives

\[
a' - b' = (G^+ - G^-)(a - b) = G(a-b),
\]
\[
a' + b' = (G^+ + G^-)(a + b) = |G|(a+b).
\]

Repeating this \(k\) times gives the free evolution.

For annihilation, put \(c_i = \min(a_i,b_i)\). Then \((a_i - c_i) - (b_i - c_i) = a_i - b_i\), so the signed population is unchanged. If \(a_i \ge b_i\), the new populations are \(a_i - b_i\) and \(0\); otherwise they are \(0\) and \(b_i - a_i\). The total is \(|a_i - b_i|\) in either case.

A spawning step followed by annihilation therefore still maps \(s\) to \(Gs\), and \(k\) such steps give \(G^k s_0\). For \(k \ge 1\) the last operation was an annihilation, so the total is the absolute value of that vector, site by site.

For the bound, start from nonnegative populations. The entries of \(G^\pm\) are nonnegative, so the free populations \(\tilde a, \tilde b\) stay nonnegative. Their difference is also \(G^k s_0\), hence

\[
|(G^k s_0)_i| = |\tilde a_i - \tilde b_i| \le \tilde a_i + \tilde b_i .
\]

At \(k = 0\) the two runs coincide.

For a concrete gap, take

\[
G = \begin{pmatrix} 1 & 1 \\ 1 & -1 \end{pmatrix}, \qquad a = (1,1), \quad b = (0,0).
\]

Since \(|G|(1,1)^T = 2(1,1)^T\) and \(G^2 = 2\cdot 1\), after \(2m\) steps each site holds \(2^{2m} = 4^m\) walkers without annihilation and \(2^m\) with it.

## The Lean file

```lean
import Mathlib

open Matrix

namespace SignedWalkers

noncomputable section

variable {n : Type*}

/-- The populations of positive walkers (first entry) and negative walkers (second entry)
on the sites `n`. -/
abbrev Walkers (n : Type*) := (n → ℝ) × (n → ℝ)

/-- The signed population: positive minus negative walkers on each site. -/
def signed (w : Walkers n) : n → ℝ := w.1 - w.2

/-- The total population: positive plus negative walkers on each site. -/
def total (w : Walkers n) : n → ℝ := w.1 + w.2

/-- The sign-preserving part of the propagator, `max (G i j) 0` entry by entry. -/
def plus (G : Matrix n n ℝ) : Matrix n n ℝ := Matrix.of fun i j => max (G i j) 0

/-- The sign-flipping part of the propagator, `max (-G i j) 0` entry by entry. -/
def minus (G : Matrix n n ℝ) : Matrix n n ℝ := Matrix.of fun i j => max (-G i j) 0

/-- The propagator with every entry replaced by its absolute value. -/
def entryAbs (G : Matrix n n ℝ) : Matrix n n ℝ := Matrix.of fun i j => |G i j|

/-- Annihilation: on each site the smaller of the two populations is removed from both. -/
def annihilate (w : Walkers n) : Walkers n :=
  (fun i => w.1 i - min (w.1 i) (w.2 i), fun i => w.2 i - min (w.1 i) (w.2 i))

/-- The sign-preserving part minus the sign-flipping part is the propagator. -/
theorem plus_sub_minus (G : Matrix n n ℝ) : plus G - minus G = G := by
  ext i j
  simp only [plus, minus, Matrix.sub_apply, Matrix.of_apply]
  rcases le_total 0 (G i j) with h | h
  · rw [max_eq_left h, max_eq_right (by linarith)]; ring
  · rw [max_eq_right h, max_eq_left (by linarith)]; ring

/-- The sign-preserving part plus the sign-flipping part is the entrywise absolute value of
the propagator. -/
theorem plus_add_minus (G : Matrix n n ℝ) : plus G + minus G = entryAbs G := by
  ext i j
  simp only [plus, minus, entryAbs, Matrix.add_apply, Matrix.of_apply]
  rcases le_total 0 (G i j) with h | h
  · rw [max_eq_left h, max_eq_right (by linarith), abs_of_nonneg h]; ring
  · rw [max_eq_right h, max_eq_left (by linarith), abs_of_nonpos h]; ring

/-- Annihilation preserves the signed population, leaves its absolute value as the total
population, and leaves on each site a smaller population equal to zero. -/
theorem annihilate_spec (w : Walkers n) :
    signed (annihilate w) = signed w ∧
    (∀ i, total (annihilate w) i = |signed w i|) ∧
    ∀ i, min ((annihilate w).1 i) ((annihilate w).2 i) = 0 := by
  refine ⟨?_, fun i => ?_, fun i => ?_⟩
  · funext i
    simp only [signed, annihilate, Pi.sub_apply]
    ring
  · simp only [total, signed, annihilate, Pi.add_apply, Pi.sub_apply]
    rcases le_total (w.1 i) (w.2 i) with h | h
    · rw [min_eq_left h, abs_of_nonpos (by linarith)]; ring
    · rw [min_eq_right h, abs_of_nonneg (by linarith)]; ring
  · simp only [annihilate]
    rcases le_total (w.1 i) (w.2 i) with h | h
    · rw [min_eq_left h, sub_self, min_eq_left (by linarith)]
    · rw [min_eq_right h, sub_self, min_eq_right (by linarith)]

variable [Fintype n]

/-- One spawning step: walkers keep their sign through the positive entries of `G` and
change it through the negative entries. -/
def step (G : Matrix n n ℝ) (w : Walkers n) : Walkers n :=
  (plus G *ᵥ w.1 + minus G *ᵥ w.2, minus G *ᵥ w.1 + plus G *ᵥ w.2)

/-- One spawning step followed by annihilation. -/
def annihilatedStep (G : Matrix n n ℝ) (w : Walkers n) : Walkers n :=
  annihilate (step G w)

/-- One spawning step evolves the signed population by `G` and the total population by the
entrywise absolute value of `G`. -/
theorem step_evolution (G : Matrix n n ℝ) (w : Walkers n) :
    signed (step G w) = G *ᵥ signed w ∧ total (step G w) = entryAbs G *ᵥ total w := by
  constructor
  · calc signed (step G w) = (plus G - minus G) *ᵥ (w.1 - w.2) := by
          simp only [signed, step, Matrix.sub_mulVec, Matrix.mulVec_sub]
          abel
      _ = G *ᵥ signed w := by rw [plus_sub_minus]; rfl
  · calc total (step G w) = (plus G + minus G) *ᵥ (w.1 + w.2) := by
          simp only [total, step, Matrix.add_mulVec, Matrix.mulVec_add]
          abel
      _ = entryAbs G *ᵥ total w := by rw [plus_add_minus]; rfl

/-- Spawning keeps nonnegative populations nonnegative. -/
theorem step_nonneg (G : Matrix n n ℝ) (w : Walkers n)
    (hw : ∀ i, 0 ≤ w.1 i ∧ 0 ≤ w.2 i) (i : n) :
    0 ≤ (step G w).1 i ∧ 0 ≤ (step G w).2 i := by
  have key : ∀ (M : Matrix n n ℝ) (v : n → ℝ), (∀ j, 0 ≤ M i j) → (∀ j, 0 ≤ v j) →
      0 ≤ (M *ᵥ v) i := by
    intro M v hM hv
    simp only [Matrix.mulVec, dotProduct]
    exact Finset.sum_nonneg fun j _ => mul_nonneg (hM j) (hv j)
  have hp : ∀ j, 0 ≤ plus G i j := fun j => le_max_right _ _
  have hm : ∀ j, 0 ≤ minus G i j := fun j => le_max_right _ _
  exact ⟨add_nonneg (key _ _ hp fun j => (hw j).1) (key _ _ hm fun j => (hw j).2),
    add_nonneg (key _ _ hm fun j => (hw j).1) (key _ _ hp fun j => (hw j).2)⟩

variable [DecidableEq n]

/-- After `k` spawning steps without annihilation the signed population has evolved by `G ^ k`
and the total population by the `k`-th power of the entrywise absolute value of `G`. -/
theorem free_evolution (G : Matrix n n ℝ) (w : Walkers n) (k : ℕ) :
    signed ((step G)^[k] w) = G ^ k *ᵥ signed w ∧
    total ((step G)^[k] w) = entryAbs G ^ k *ᵥ total w := by
  induction k with
  | zero => simp
  | succ k ih =>
    rw [Function.iterate_succ_apply', (step_evolution G _).1, (step_evolution G _).2,
      ih.1, ih.2, pow_succ' G, pow_succ' (entryAbs G), Matrix.mulVec_mulVec,
      Matrix.mulVec_mulVec]
    exact ⟨rfl, rfl⟩

/-- With annihilation after every step, the signed population after `k` steps has evolved by
`G ^ k`, and after at least one step the total population on each site is its absolute value. -/
theorem annihilated_evolution (G : Matrix n n ℝ) (w : Walkers n) (k : ℕ) :
    signed ((annihilatedStep G)^[k] w) = G ^ k *ᵥ signed w ∧
    (k ≠ 0 → ∀ i, total ((annihilatedStep G)^[k] w) i = |(G ^ k *ᵥ signed w) i|) := by
  have hs : ∀ k : ℕ, signed ((annihilatedStep G)^[k] w) = G ^ k *ᵥ signed w := by
    intro k
    induction k with
    | zero => simp
    | succ k ih =>
      rw [Function.iterate_succ_apply', annihilatedStep, (annihilate_spec _).1,
        (step_evolution G _).1, ih, pow_succ' G, Matrix.mulVec_mulVec]
  refine ⟨hs k, fun hk i => ?_⟩
  obtain ⟨m, rfl⟩ := Nat.exists_eq_succ_of_ne_zero hk
  -- the last operation was an annihilation, so only the net population is left
  rw [← hs, Function.iterate_succ_apply', annihilatedStep, (annihilate_spec _).2.1,
    (annihilate_spec _).1]

/-- From nonnegative initial populations, the run with annihilation never has more walkers on
a site than the run without it after the same number of steps. -/
theorem annihilated_le_free (G : Matrix n n ℝ) (w : Walkers n)
    (hw : ∀ i, 0 ≤ w.1 i ∧ 0 ≤ w.2 i) (k : ℕ) (i : n) :
    total ((annihilatedStep G)^[k] w) i ≤ total ((step G)^[k] w) i := by
  have hpos : ∀ k : ℕ, ∀ i, 0 ≤ ((step G)^[k] w).1 i ∧ 0 ≤ ((step G)^[k] w).2 i := by
    intro k
    induction k with
    | zero => exact hw
    | succ k ih =>
      rw [Function.iterate_succ_apply']
      exact step_nonneg G _ ih
  rcases Nat.eq_zero_or_pos k with rfl | hk
  · exact le_rfl
  · rw [(annihilated_evolution G w k).2 hk.ne' i, ← (free_evolution G w k).1]
    obtain ⟨h1, h2⟩ := hpos k i
    simp only [signed, total, Pi.sub_apply, Pi.add_apply]
    exact abs_le.mpr ⟨by linarith, by linarith⟩

/-- A two-site propagator with one negative entry. -/
def interference : Matrix (Fin 2) (Fin 2) ℝ := !![1, 1; 1, -1]

/-- Starting from one positive walker on each of two sites, `2 * m` steps of the propagator
`interference` give `4 ^ m` walkers per site without annihilation and `2 ^ m` with it. -/
theorem exponential_gap (m : ℕ) (i : Fin 2) :
    total ((step interference)^[2 * m] (![1, 1], 0)) i = 4 ^ m ∧
    total ((annihilatedStep interference)^[2 * m] (![1, 1], 0)) i = 2 ^ m := by
  have hA : ∀ k : ℕ, entryAbs interference ^ k *ᵥ ![1, 1] = fun _ => (2 : ℝ) ^ k := by
    intro k
    induction k with
    | zero => ext i; fin_cases i <;> simp
    | succ k ih =>
      rw [pow_succ' (entryAbs interference), ← Matrix.mulVec_mulVec, ih]
      ext i
      fin_cases i <;>
        simp [entryAbs, interference, Matrix.mulVec, dotProduct, Fin.sum_univ_succ] <;> ring
  have hG : ∀ m : ℕ, interference ^ (2 * m) *ᵥ ![1, 1] = fun _ => (2 : ℝ) ^ m := by
    intro m
    induction m with
    | zero => ext i; fin_cases i <;> simp
    | succ m ih =>
      rw [show 2 * (m + 1) = 2 * m + 1 + 1 by ring, pow_succ' interference,
        pow_succ' interference, ← Matrix.mulVec_mulVec, ← Matrix.mulVec_mulVec, ih]
      ext i
      fin_cases i <;>
        simp [interference, Matrix.mulVec, dotProduct, Fin.sum_univ_succ] <;> ring
  have ht : total ((![1, 1], 0) : Walkers (Fin 2)) = ![1, 1] := by simp [total]
  have hs : signed ((![1, 1], 0) : Walkers (Fin 2)) = ![1, 1] := by simp [signed]
  constructor
  · rw [(free_evolution _ _ _).2, ht, hA, pow_mul]
    norm_num
  · rcases Nat.eq_zero_or_pos m with rfl | hm
    · fin_cases i <;> simp [total]
    · rw [(annihilated_evolution _ _ _).2 (by omega) i, hs, hG]
      exact abs_of_pos (by positivity)

end

end SignedWalkers
```

```lean
#print axioms SignedWalkers.annihilated_evolution
#print axioms SignedWalkers.annihilated_le_free
#print axioms SignedWalkers.exponential_gap
```

```
'SignedWalkers.annihilated_evolution' depends on axioms: [propext, Classical.choice, Quot.sound]
'SignedWalkers.annihilated_le_free' depends on axioms: [propext, Classical.choice, Quot.sound]
'SignedWalkers.exponential_gap' depends on axioms: [propext, Classical.choice, Quot.sound]
```

## Reading the definitions and theorems

`Walkers n` is the pair \((a,b)\) of real vectors. `signed` and `total` are \(s\) and \(t\); `plus`, `minus` and `entryAbs` are \(G^+\), \(G^-\) and \(|G|\). The symbol `*ᵥ` applies a matrix to a vector, `^[k]` repeats an update \(k\) times, and `G ^ k` is a matrix power.

`plus_sub_minus` and `plus_add_minus` split on the sign of an entry, and `annihilate_spec` splits on which population is larger. `step_evolution` expands the matrix products and collects terms, as in the subtraction and addition above.

`free_evolution` is an induction on \(k\) that peels off the last step. `annihilated_evolution` does the same for the signed population, then writes a nonzero \(k\) as \(m+1\) to expose the final annihilation. `annihilated_le_free` carries nonnegativity along the free run using `step_nonneg` and finishes with the absolute-value inequality. `exponential_gap` computes the two matrix actions by induction and treats \(m = 0\) separately, because the formula for the annihilated total needs at least one step.

## Deterministic populations and random spawning

The evolution theorems and the bound hold for every real \(G\) on a finite set of sites. The bound and the lemma `step_nonneg` behind it assume nonnegative populations. The evolution theorems do not, though `total` is a walker count only when both populations are nonnegative.

One difference between this model and a running code is random spawning: the update here is deterministic and its populations are real numbers. If each random step reproduces the action of a fixed \(G\) on average, the mean signed population still follows \(G^k s_0\), but the mean annihilated total can exceed \(|G^k s_0|\), because the mean of an absolute value is at least the absolute value of the mean. This last remark is an argument about averages and has no theorem behind it in the file.

The two-site matrix illustrates growth, not ground-state projection: its eigenvalues \(\pm\sqrt2\) have equal magnitude. Its negative entry is on the diagonal, where \(1 - \tau(H - S)\) has only positive entries once \(\tau\) is small enough. The example therefore doesn't tell how large the gap is in a calculation with such a time step.
